# Complex rotation moves the free +− continuum off every nonzero real energy

Take two free electrons of mass $m=1$ (units with $c=1$), one at rest on the negative-energy branch and one with momentum $1$ on the positive branch. Their total energy is $\sqrt2-1$, a real number. Now multiply the momentum by $e^{-i\pi/4}$. The positive energy becomes $\sqrt{1-i}\approx1.099-0.455i$, the electron at rest keeps its energy $-1$, and the total, about $0.099-0.455i$, has left the real axis.

In general, let $p,q\ge0$ be independent momentum magnitudes, $\theta$ the rotation angle, and $z(p)$ the principal square root of $w(p)=m^2+p^2e^{-2i\theta}$. The +− continuum is modelled by the values $z(p)-z(q)$, with rest energies included; this fixes the zero of energy. The claim of the title is proved for $m>0$ and $0<\theta<\pi/2$. Without electron repulsion, the bound states of two Dirac electrons in a nuclear field have energies inside the unrotated continuum. Brown-Ravenhall disease arises when the unprojected repulsion couples these states to that continuum. The sheet treats the non-interacting continuum only: it contains no Hamiltonian operator, and no bound state or resonance.

```lean
import Mathlib

open Complex

namespace BrownRavenhallRotation

noncomputable section
```

In Lean, $w(p)$ is `rotatedSquare m θ p`:

```lean
/-- Squared free-electron energy `m² + p² exp(-2iθ)` after rotating the momentum by `-θ`. -/
def rotatedSquare (m θ p : ℝ) : ℂ :=
  (m : ℂ) ^ 2 + (p : ℂ) ^ 2 * exp (((-(2 * θ) : ℝ) : ℂ) * I)
```

and $z(p)$ is `rotatedEnergy m θ p`, the complex power $1/2$:

```lean
/-- Rotated free-electron energy `z(p)`: the principal square root of the rotated square. -/
def rotatedEnergy (m θ p : ℝ) : ℂ := rotatedSquare m θ p ^ (1 / 2 : ℂ)
```

**(a)** Split the squared energy into real and imaginary parts:
$$\mathrm{Re}\,w=m^2+p^2\cos2\theta,\qquad \mathrm{Im}\,w=-p^2\sin2\theta.$$

*Solution.* Insert $e^{-2i\theta}=\cos2\theta-i\sin2\theta$. This holds for all real $m,\theta,p$.

```lean
/-- Real and imaginary parts of the rotated squared energy. -/
theorem rotatedSquare_parts (m θ p : ℝ) :
    (rotatedSquare m θ p).re = m ^ 2 + p ^ 2 * Real.cos (2 * θ) ∧
    (rotatedSquare m θ p).im = -(p ^ 2 * Real.sin (2 * θ)) := by
  unfold rotatedSquare
  rw [← ofReal_pow, ← ofReal_pow]
  constructor
  · rw [add_re, ofReal_re, re_ofReal_mul, exp_ofReal_mul_I_re, Real.cos_neg]
  · rw [add_im, ofReal_im, im_ofReal_mul, exp_ofReal_mul_I_im, Real.sin_neg]
    ring
```

**(b)** With $z(p)=x+iy$, derive
$$x^2-y^2=m^2+p^2\cos2\theta,\qquad 2xy=-p^2\sin2\theta.$$

*Solution.* Since $z^2=w$, compare $(x+iy)^2=x^2-y^2+2ixy$ with (a). Lean obtains $z^2=w$ from `cpow_nat_inv_pow`.

```lean
/-- The relativistic dispersion relation `z² = m² + p² exp(-2iθ)`, split into real and
imaginary parts. -/
theorem dispersion (m θ p : ℝ) :
    (rotatedEnergy m θ p).re ^ 2 - (rotatedEnergy m θ p).im ^ 2
      = m ^ 2 + p ^ 2 * Real.cos (2 * θ) ∧
    2 * (rotatedEnergy m θ p).re * (rotatedEnergy m θ p).im
      = -(p ^ 2 * Real.sin (2 * θ)) := by
  have h : rotatedEnergy m θ p ^ 2 = rotatedSquare m θ p := by
    unfold rotatedEnergy
    rw [show (1 / 2 : ℂ) = ((2 : ℕ) : ℂ)⁻¹ by norm_num]
    exact Complex.cpow_nat_inv_pow _ two_ne_zero
  have hr := congrArg Complex.re h
  have hi := congrArg Complex.im h
  rw [pow_two, mul_re, (rotatedSquare_parts m θ p).1] at hr
  rw [pow_two, mul_im, (rotatedSquare_parts m θ p).2] at hi
  constructor
  · linear_combination hr
  · linear_combination hi
```

**(c)** For $m>0$ and $0\le\theta<\pi/2$, show that $\mathrm{Re}\,z(p)>0$.

*Solution.* If $\theta=0$ or $p=0$, then $w>0$. Otherwise $\sin2\theta>0$ and $\mathrm{Im}\,w\ne0$. So $w$ avoids the branch cut, and $-\pi<\arg w<\pi$. The principal root halves the phase, so $\mathrm{Re}\,z=|w|^{1/2}\cos(\tfrac12\arg w)>0$. In Lean, `slitPlane` is the plane without the cut.

```lean
/-- The rotated energy has positive real part, for every rotation angle `0 ≤ θ < π/2`. -/
theorem rotatedEnergy_re_pos {m θ : ℝ} (hm : 0 < m) (h0 : 0 ≤ θ) (h1 : θ < Real.pi / 2)
    (p : ℝ) : 0 < (rotatedEnergy m θ p).re := by
  -- the radicand avoids the branch cut
  have hw : rotatedSquare m θ p ∈ slitPlane := by
    have hm2 : 0 < m ^ 2 := pow_pos hm 2
    rw [mem_slitPlane_iff, (rotatedSquare_parts m θ p).1, (rotatedSquare_parts m θ p).2]
    rcases h0.eq_or_lt with rfl | h
    · left
      rw [mul_zero, Real.cos_zero]
      positivity
    · by_cases hp : p = 0
      · left
        rw [hp]
        linarith
      · right
        have hs : 0 < Real.sin (2 * θ) :=
          Real.sin_pos_of_pos_of_lt_pi (by linarith) (by linarith)
        exact neg_ne_zero.2 (mul_ne_zero (pow_ne_zero 2 hp) hs.ne')
  obtain ⟨harg, hne⟩ := mem_slitPlane_iff_arg.1 hw
  -- the principal root halves the argument
  have him : (log (rotatedSquare m θ p) * (1 / 2 : ℂ)).im = arg (rotatedSquare m θ p) / 2 := by
    rw [show (1 / 2 : ℂ) = ((1 / 2 : ℝ) : ℂ) by norm_num, mul_im, ofReal_re, ofReal_im, log_im]
    ring
  unfold rotatedEnergy
  rw [cpow_def_of_ne_zero hne, exp_re, him]
  have hlt := lt_of_le_of_ne (arg_le_pi (rotatedSquare m θ p)) harg
  have hgt := neg_pi_lt_arg (rotatedSquare m θ p)
  exact mul_pos (Real.exp_pos _)
    (Real.cos_pos_of_mem_Ioo ⟨by linarith, by linarith⟩)
```

From here on, $m>0$ and $0<\theta<\pi/2$, except where stated.

**(d)** Show that $\mathrm{Im}\,z(p)<0$ for $p>0$.

*Solution.* In (b), $2xy=-p^2\sin2\theta<0$, while $x>0$ by (c). Hence $y<0$.

```lean
/-- The rotated energy of a moving electron has negative imaginary part. -/
theorem rotatedEnergy_im_neg {m θ p : ℝ} (hm : 0 < m) (h0 : 0 < θ) (h1 : θ < Real.pi / 2)
    (hp : 0 < p) : (rotatedEnergy m θ p).im < 0 := by
  have hx := rotatedEnergy_re_pos hm h0.le h1 p
  have hs : 0 < Real.sin (2 * θ) := Real.sin_pos_of_pos_of_lt_pi (by linarith) (by linarith)
  have hB := (dispersion m θ p).2
  have hps := mul_pos (pow_pos hp 2) hs
  by_contra h
  have := mul_nonneg hx.le (not_lt.1 h)
  linarith
```

**(e)** For any real $\varphi$ and complex $w$ (now an arbitrary number), verify
$$\mathrm{Im}(e^{i\varphi}w)=\mathrm{Re}\,w\,\sin\varphi+\mathrm{Im}\,w\,\cos\varphi.$$

*Solution.* Multiply out $(\cos\varphi+i\sin\varphi)(\mathrm{Re}\,w+i\,\mathrm{Im}\,w)$.

```lean
/-- Imaginary part of a complex energy `w` multiplied by the phase `exp(iφ)`. -/
theorem phase_mul_im (φ : ℝ) (w : ℂ) :
    (exp ((φ : ℂ) * I) * w).im = w.re * Real.sin φ + w.im * Real.cos φ := by
  rw [mul_im, exp_ofReal_mul_I_re, exp_ofReal_mul_I_im]
  ring
```

**(f)** Let $0\le q<p$ and $d=z(p)-z(q)$. Confine $d$ to a sector:
$$\mathrm{Im}(e^{i\theta}d)<0<\mathrm{Im}(e^{2i\theta}d).$$

*Solution.* For a single energy $z(k)=x+iy$ with $k\ge0$, write $e^{i\theta}z(k)=v+iu$. Its square is $m^2e^{2i\theta}+k^2$, so $2uv=m^2\sin2\theta>0$. Since $x>0$ and $y\le0$, $v=x\cos\theta-y\sin\theta>0$, hence $u>0$.

The sum $S=z(p)+z(q)$ therefore has $\mathrm{Im}(e^{i\theta}S)>0$, and $\mathrm{Im}\,S<0$ by (d). From $dS=(p^2-q^2)e^{-2i\theta}$,
$$e^{i\theta}d=\frac{p^2-q^2}{|S|^2}\,\overline{e^{i\theta}S},\qquad e^{2i\theta}d=\frac{p^2-q^2}{|S|^2}\,\overline S.$$
Taking imaginary parts gives both signs. In the code, `phase` is the single-energy step and `alg` is the division by $S$, with $|S|^2$ multiplied through.

```lean
/-- For `0 ≤ q < p` the difference `z(p) - z(q)` lies in the open sector of phases between
`-2θ` and `-θ`, expressed by two signs of imaginary parts. -/
theorem difference_sector {m θ p q : ℝ} (hm : 0 < m) (h0 : 0 < θ) (h1 : θ < Real.pi / 2)
    (hq : 0 ≤ q) (hqp : q < p) :
    (exp ((θ : ℂ) * I) * (rotatedEnergy m θ p - rotatedEnergy m θ q)).im < 0 ∧
    0 < (exp (((2 * θ : ℝ) : ℂ) * I) * (rotatedEnergy m θ p - rotatedEnergy m θ q)).im := by
  have hs : 0 < Real.sin θ := Real.sin_pos_of_pos_of_lt_pi h0 (by linarith)
  have hc : 0 < Real.cos θ := Real.cos_pos_of_mem_Ioo ⟨by linarith, h1⟩
  have hsc := Real.sin_sq_add_cos_sq θ
  -- each single energy has phase above -θ
  have phase : ∀ k : ℝ, (rotatedEnergy m θ k).im ≤ 0 ∧
      0 < (rotatedEnergy m θ k).re * Real.sin θ + (rotatedEnergy m θ k).im * Real.cos θ := by
    intro k
    have hx := rotatedEnergy_re_pos hm h0.le h1 k
    obtain ⟨hA, hB⟩ := dispersion m θ k
    rw [Real.cos_two_mul] at hA
    rw [Real.sin_two_mul] at hB
    generalize rotatedEnergy m θ k = z at *
    have hy : z.im ≤ 0 := by
      by_contra h
      have h2 := mul_pos hx (not_le.1 h)
      have h3 := mul_nonneg (sq_nonneg k) (mul_pos hs hc).le
      linarith
    have hv : 0 < z.re * Real.cos θ - z.im * Real.sin θ := by
      have h2 := mul_pos hx hc
      have h3 := mul_nonneg (neg_nonneg.2 hy) hs.le
      linarith
    have huv : (z.re * Real.sin θ + z.im * Real.cos θ) *
        (z.re * Real.cos θ - z.im * Real.sin θ) = m ^ 2 * (Real.sin θ * Real.cos θ) := by
      linear_combination Real.sin θ * Real.cos θ * hA
        + (Real.cos θ ^ 2 - Real.sin θ ^ 2) / 2 * hB
        + Real.sin θ * Real.cos θ * k ^ 2 * hsc
    refine ⟨hy, (mul_pos_iff_of_pos_right hv).1 ?_⟩
    rw [huv]
    exact mul_pos (pow_pos hm 2) (mul_pos hs hc)
  -- division of (p² - q²) exp(-2iθ) by the sum X + iY of the two energies
  have alg : ∀ a b X Y D s c : ℝ, s ^ 2 + c ^ 2 = 1 →
      a * X - b * Y = D * (2 * c ^ 2 - 1) → a * Y + b * X = -(D * (2 * s * c)) →
      (X ^ 2 + Y ^ 2) * (a * s + b * c) = -(D * (X * s + Y * c)) ∧
      (X ^ 2 + Y ^ 2) * (a * (2 * s * c) + b * (2 * c ^ 2 - 1)) = -(D * Y) := by
    intro a b X Y D s c h e1 e2
    constructor
    · linear_combination (X * s - Y * c) * e1 + (Y * s + X * c) * e2 - 2 * D * c * Y * h
    · linear_combination (X * (2 * s * c) - Y * (2 * c ^ 2 - 1)) * e1
        + (Y * (2 * s * c) + X * (2 * c ^ 2 - 1)) * e2 - 4 * D * Y * c ^ 2 * h
  have hxp := rotatedEnergy_re_pos hm h0.le h1 p
  have hxq := rotatedEnergy_re_pos hm h0.le h1 q
  have hyp := rotatedEnergy_im_neg hm h0 h1 (lt_of_le_of_lt hq hqp)
  obtain ⟨hyq, huq⟩ := phase q
  have hup := (phase p).2
  obtain ⟨hA, hB⟩ := dispersion m θ p
  obtain ⟨hA', hB'⟩ := dispersion m θ q
  have hD : 0 < p ^ 2 - q ^ 2 := by nlinarith
  rw [phase_mul_im, phase_mul_im, sub_re, sub_im, Real.sin_two_mul, Real.cos_two_mul]
  rw [Real.cos_two_mul] at hA hA'
  rw [Real.sin_two_mul] at hB hB'
  generalize rotatedEnergy m θ p = z at *
  generalize rotatedEnergy m θ q = w at *
  obtain ⟨i1, i2⟩ := alg (z.re - w.re) (z.im - w.im) (z.re + w.re) (z.im + w.im)
    (p ^ 2 - q ^ 2) (Real.sin θ) (Real.cos θ) hsc
    (by linear_combination hA - hA') (by linear_combination hB - hB')
  have hN : 0 < (z.re + w.re) ^ 2 + (z.im + w.im) ^ 2 := by positivity
  constructor
  · by_contra h
    have h2 := mul_nonneg hN.le (not_lt.1 h)
    have h3 := mul_pos hD (show 0 < (z.re + w.re) * Real.sin θ + (z.im + w.im) * Real.cos θ by
      linarith)
    linarith
  · refine (mul_pos_iff_of_pos_left hN).1 ?_
    rw [i2]
    have h3 := mul_pos hD (show 0 < -(z.im + w.im) by linarith)
    linarith
```

**(g)** Show that $\mathrm{Im}\,z$ is strictly decreasing on $[0,\infty)$:
$$0\le q<p\ \Rightarrow\ \mathrm{Im}\,z(p)<\mathrm{Im}\,z(q).$$

*Solution.* By (e) and the double-angle formulas,
$$\mathrm{Im}\,d=2\cos\theta\,\mathrm{Im}(e^{i\theta}d)-\mathrm{Im}(e^{2i\theta}d),$$
which is negative by (f). Lean writes the claim as `StrictAntiOn` on `Set.Ici 0`.

```lean
/-- The imaginary part of the rotated energy strictly decreases with the momentum `p ≥ 0`. -/
theorem rotatedEnergy_im_strictAnti {m θ : ℝ} (hm : 0 < m) (h0 : 0 < θ)
    (h1 : θ < Real.pi / 2) :
    StrictAntiOn (fun p => (rotatedEnergy m θ p).im) (Set.Ici 0) := by
  intro q hq p _ hqp
  obtain ⟨h2, h3⟩ := difference_sector hm h0 h1 hq hqp
  have hc : 0 < Real.cos θ := Real.cos_pos_of_mem_Ioo ⟨by linarith, h1⟩
  rw [phase_mul_im, sub_re, sub_im] at h2 h3
  rw [Real.sin_two_mul, Real.cos_two_mul] at h3
  have h4 := mul_pos hc (neg_pos.2 h2)
  show (rotatedEnergy m θ p).im < (rotatedEnergy m θ q).im
  linarith
```

**(h)** For $p,q\ge0$, decide when the difference is real:
$$\mathrm{Im}\,(z(p)-z(q))=0\iff p=q.$$

*Solution.* A strictly decreasing function takes no value twice. The only real value of the rotated continuum is thus $0$.

```lean
/-- An energy `z(p) - z(q)` of the rotated +- continuum is real exactly when `p = q`. -/
theorem difference_real_iff {m θ p q : ℝ} (hm : 0 < m) (h0 : 0 < θ) (h1 : θ < Real.pi / 2)
    (hp : 0 ≤ p) (hq : 0 ≤ q) :
    (rotatedEnergy m θ p - rotatedEnergy m θ q).im = 0 ↔ p = q := by
  rw [sub_im, sub_eq_zero]
  exact (rotatedEnergy_im_strictAnti hm h0 h1).injOn.eq_iff hp hq
```

**(i)** For real $E$ and $p,q\ge0$, bound the distance:
$$|z(p)-z(q)-E|\ \ge\ |E|\min(\sin\theta,\sin2\theta),$$
and check that the minimum is positive.

*Solution.* Both sines are positive because $0<\theta<2\theta<\pi$. Let $q\le p$; the signs in (f) hold weakly, also at $d=0$. A phase factor preserves the modulus, so for $E\ge0$
$$|d-E|\ge-\mathrm{Im}(e^{i\theta}(d-E))\ge E\sin\theta,$$
and for $E\le0$
$$|d-E|\ge\mathrm{Im}(e^{2i\theta}(d-E))\ge|E|\sin2\theta.$$
If $p<q$, exchange $p$ with $q$ and $E$ with $-E$.

```lean
/-- Every real energy `E` is separated from the rotated +- continuum by at least
`|E|` times the positive number `min (sin θ) (sin 2θ)`. -/
theorem continuum_distance {m θ : ℝ} (hm : 0 < m) (h0 : 0 < θ) (h1 : θ < Real.pi / 2) :
    0 < min (Real.sin θ) (Real.sin (2 * θ)) ∧
    ∀ E p q : ℝ, 0 ≤ p → 0 ≤ q →
      min (Real.sin θ) (Real.sin (2 * θ)) * |E|
        ≤ ‖rotatedEnergy m θ p - rotatedEnergy m θ q - (E : ℂ)‖ := by
  refine ⟨lt_min (Real.sin_pos_of_pos_of_lt_pi h0 (by linarith))
    (Real.sin_pos_of_pos_of_lt_pi (by linarith) (by linarith)), ?_⟩
  have key : ∀ E p q : ℝ, 0 ≤ q → q ≤ p →
      min (Real.sin θ) (Real.sin (2 * θ)) * |E|
        ≤ ‖rotatedEnergy m θ p - rotatedEnergy m θ q - (E : ℂ)‖ := by
    intro E p q hq hqp
    have hsec : (exp ((θ : ℂ) * I) * (rotatedEnergy m θ p - rotatedEnergy m θ q)).im ≤ 0 ∧
        0 ≤ (exp (((2 * θ : ℝ) : ℂ) * I) *
          (rotatedEnergy m θ p - rotatedEnergy m θ q)).im := by
      rcases hqp.eq_or_lt with h | h
      · rw [h, sub_self, mul_zero, mul_zero, zero_im]
        exact ⟨le_rfl, le_rfl⟩
      · exact ⟨(difference_sector hm h0 h1 hq h).1.le, (difference_sector hm h0 h1 hq h).2.le⟩
    obtain ⟨h2, h3⟩ := hsec
    rw [phase_mul_im] at h2 h3
    generalize rotatedEnergy m θ p - rotatedEnergy m θ q = d at *
    -- a phase factor does not change the distance
    have r : ∀ φ : ℝ, |(d.re - E) * Real.sin φ + d.im * Real.cos φ| ≤ ‖d - (E : ℂ)‖ := by
      intro φ
      have h := abs_im_le_norm (exp ((φ : ℂ) * I) * (d - (E : ℂ)))
      rw [norm_mul, norm_exp_ofReal_mul_I, one_mul, phase_mul_im, sub_re, sub_im,
        ofReal_re, ofReal_im, sub_zero] at h
      exact h
    rcases le_total 0 E with hE | hE
    · rw [abs_of_nonneg hE]
      have h4 := mul_le_mul_of_nonneg_right
        (min_le_left (Real.sin θ) (Real.sin (2 * θ))) hE
      have h5 := (neg_le_abs _).trans (r θ)
      linarith
    · rw [abs_of_nonpos hE]
      have h4 := mul_le_mul_of_nonneg_right
        (min_le_right (Real.sin θ) (Real.sin (2 * θ))) (neg_nonneg.2 hE)
      have h5 := (le_abs_self _).trans (r (2 * θ))
      linarith
  intro E p q hp hq
  rcases le_total q p with h | h
  · exact key E p q hq h
  · have h2 := key (-E) q p hp h
    rw [abs_neg] at h2
    have h3 : rotatedEnergy m θ p - rotatedEnergy m θ q - (E : ℂ)
        = -(rotatedEnergy m θ q - rotatedEnergy m θ p - ((-E : ℝ) : ℂ)) := by
      push_cast
      ring
    rw [h3, norm_neg]
    exact h2
```

**(j)** At $\theta=0$, show that every real $E$ is attained: there are $p,q\ge0$ with
$$z(p)-z(q)=E.$$

*Solution.* By (b) and (c), $z(p)=\sqrt{m^2+p^2}$. For $E\ge0$ take $q=0$ and $p=\sqrt{E^2+2Em}$. Then $m^2+p^2=(E+m)^2$, and the difference is $(E+m)-m=E$. For $E<0$, solve for $-E$ and exchange the momenta.

```lean
/-- Without rotation, every real energy `E` belongs to the +- continuum. -/
theorem unrotated_continuum_covers {m : ℝ} (hm : 0 < m) (E : ℝ) :
    ∃ p q : ℝ, 0 ≤ p ∧ 0 ≤ q ∧ rotatedEnergy m 0 p - rotatedEnergy m 0 q = (E : ℂ) := by
  have root : ∀ p : ℝ, rotatedEnergy m 0 p = ((Real.sqrt (m ^ 2 + p ^ 2) : ℝ) : ℂ) := by
    intro p
    have hx := rotatedEnergy_re_pos hm le_rfl (by linarith [Real.pi_pos]) p
    obtain ⟨hA, hB⟩ := dispersion m 0 p
    rw [mul_zero, Real.cos_zero] at hA
    rw [mul_zero, Real.sin_zero, mul_zero, neg_zero] at hB
    have hy : (rotatedEnergy m 0 p).im = 0 :=
      (mul_eq_zero.1 hB).resolve_left (by positivity)
    rw [hy] at hA
    have hx2 : m ^ 2 + p ^ 2 = (rotatedEnergy m 0 p).re ^ 2 := by linarith
    apply Complex.ext
    · rw [ofReal_re, hx2, Real.sqrt_sq hx.le]
    · rw [ofReal_im, hy]
  -- one electron at rest, the other with the momentum that supplies the energy
  have key : ∀ F : ℝ, 0 ≤ F →
      ∃ p : ℝ, 0 ≤ p ∧ rotatedEnergy m 0 p - rotatedEnergy m 0 0 = (F : ℂ) := by
    intro F hF
    refine ⟨Real.sqrt (F ^ 2 + 2 * F * m), Real.sqrt_nonneg _, ?_⟩
    rw [root (Real.sqrt (F ^ 2 + 2 * F * m)), root 0, Real.sq_sqrt (by positivity),
      show m ^ 2 + (F ^ 2 + 2 * F * m) = (F + m) ^ 2 by ring,
      show m ^ 2 + (0 : ℝ) ^ 2 = m ^ 2 by ring,
      Real.sqrt_sq (by positivity), Real.sqrt_sq hm.le]
    push_cast
    ring
  rcases le_total 0 E with hE | hE
  · obtain ⟨p, hp, h⟩ := key E hE
    exact ⟨p, 0, hp, le_rfl, h⟩
  · obtain ⟨p, hp, h⟩ := key (-E) (neg_nonneg.2 hE)
    refine ⟨0, p, le_rfl, hp, ?_⟩
    push_cast at h
    linear_combination -h

end

end BrownRavenhallRotation
```

```lean
#print axioms BrownRavenhallRotation.rotatedEnergy_re_pos
#print axioms BrownRavenhallRotation.difference_real_iff
#print axioms BrownRavenhallRotation.continuum_distance
#print axioms BrownRavenhallRotation.unrotated_continuum_covers
```

```
'BrownRavenhallRotation.rotatedEnergy_re_pos' depends on axioms: [propext, Classical.choice, Quot.sound]
'BrownRavenhallRotation.difference_real_iff' depends on axioms: [propext, Classical.choice, Quot.sound]
'BrownRavenhallRotation.continuum_distance' depends on axioms: [propext, Classical.choice, Quot.sound]
'BrownRavenhallRotation.unrotated_continuum_covers' depends on axioms: [propext, Classical.choice, Quot.sound]
```
